# The hybrid energy as a sum of orbital energies with double-counting corrections

For real, singly occupied orbitals that are orthonormal and solve the generalized Kohn-Sham equation self-consistently, the hybrid energy is the sum of the orbital energies, minus the Hartree energy, minus the included fraction of exact exchange, plus the semilocal energy, minus the trace of the density matrix with the semilocal potential.

In general, the orbital energies alone don't add up to the total energy. Each contains the interaction of its electron with the whole density, so their sum counts every pair twice. The semilocal potential enters the sum as well, and its trace with the density matrix generally differs from the semilocal energy. The result settles this bookkeeping in a finite basis for global hybrids, which include one fixed fraction of full-range exact exchange.

## Matrices and energies

The finite index types `n` and `m` label basis functions and occupied orbitals. The matrix $h$ holds the one-electron integrals, including the external potential, and $S$ is the overlap matrix. The number $g_{pqrs}=(pq|rs)$ is a two-electron integral, $a$ is the fraction of exact exchange, and $\varepsilon_i$ (`eps i`) is an orbital energy. The letter $V$ stands for the matrix of the semilocal potential only. In a hybrid functional, $E_{\rm sl}$ is the semilocal part of the exchange-correlation energy; in Lean, `Esl` is any real function of the density matrix.

```lean
import Mathlib

open Matrix

namespace GeneralizedKohnSham

noncomputable section

variable {n m : Type*} [Fintype n] [Fintype m] [DecidableEq m]
variable (h : Matrix n n ℝ) (g : n → n → n → n → ℝ) (a : ℝ) (Esl : Matrix n n ℝ → ℝ)
  (V P D S : Matrix n n ℝ) (C : Matrix n m ℝ) (eps : m → ℝ)
```

The columns of $C$ are the occupied orbitals, and the density matrix is $P=CC^{T}$, with occupation one. Spin can be included in the basis index.

```lean
/-- The density matrix `P = C Cᵀ` of real, singly occupied orbitals with coefficients `C`. -/
def density : Matrix n n ℝ := C * Cᵀ
```

The Coulomb and exchange matrices are contractions of $P$ with the integrals:

$$J[P]_{pq}=\sum_{rs}P_{rs}\,(pq|rs),\qquad K[P]_{pq}=\sum_{rs}P_{rs}\,(pr|qs).$$

In Lean, `exchange` is `coulomb` with the two middle indices of the integrals swapped.

```lean
/-- The Coulomb matrix `J[P]`, with `g p q r s` the two-electron integral `(pq|rs)`. -/
def coulomb : Matrix n n ℝ :=
  Matrix.of fun p q => ∑ r, ∑ s, P r s * g p q r s

/-- The exchange matrix `K[P]`, which contracts `P` with the integrals `(pr|qs)`. -/
def exchange : Matrix n n ℝ := coulomb (fun p q r s => g p r q s) P
```

The Hartree and exchange energies are $E_H=\tfrac12\mathrm{tr}(PJ[P])$ and $E_x=-\tfrac12\mathrm{tr}(PK[P])$. The minus sign belongs to $E_x$, so the hybrid energy contains $+aE_x$:

$$E[P]=\mathrm{tr}(Ph)+E_H[P]+aE_x[P]+E_{\rm sl}[P].$$

```lean
/-- The Hartree energy `tr(P J[P]) / 2`. -/
def hartreeEnergy : ℝ := trace (P * coulomb g P) / 2

/-- The exact-exchange energy `-tr(P K[P]) / 2`. -/
def exchangeEnergy : ℝ := -trace (P * exchange g P) / 2

/-- The hybrid energy: one-electron, Hartree, a fraction `a` of exact exchange, and a
semilocal functional `Esl`. -/
def hybridEnergy : ℝ :=
  trace (P * h) + hartreeEnergy g P + a * exchangeEnergy g P + Esl P
```

The generalized Kohn-Sham matrix, called `fock` in the code, is $F=h+J[P]-aK[P]+V$.

```lean
/-- The generalized Kohn-Sham matrix `F = h + J[P] - a K[P] + V`. -/
def fock : Matrix n n ℝ := h + coulomb g P - a • exchange g P + V
```

These definitions take $h$, $S$, $g$ and $V$ as given arrays. Identifying them with integrals over actual basis functions, and $V$ with the potential belonging to $E_{\rm sl}$, is the step from the model to a molecule or solid. A constant nuclear repulsion would be added to $E$.

## (a) Orbital energies from a trace

**Task.** Let $F$ be any square matrix with $FC=SC\,\mathrm{diag}(\varepsilon)$, and let $C^{T}SC=1$. Show that

$$\mathrm{tr}(PF)=\sum_i\varepsilon_i .$$

**Solution.** Move $C$ to the end by cyclicity of the trace, then use the two conditions in turn:

$$\mathrm{tr}(CC^{T}F)=\mathrm{tr}(C^{T}FC)=\mathrm{tr}(C^{T}SC\,\mathrm{diag}(\varepsilon))=\mathrm{tr}\,\mathrm{diag}(\varepsilon)=\sum_i\varepsilon_i .$$

```lean
/-- If the orbitals solve `F C = S C diag(eps)` and are orthonormal in the metric `S`, then
`tr(P F)` is the sum of the orbital energies. -/
theorem trace_density_mul (F : Matrix n n ℝ)
    (hF : F * C = S * C * diagonal eps) (hC : Cᵀ * S * C = 1) :
    trace (density C * F) = ∑ i, eps i := by
  unfold density
  calc trace (C * Cᵀ * F) = trace (Cᵀ * (F * C)) := by
        rw [Matrix.mul_assoc, Matrix.trace_mul_comm, Matrix.mul_assoc]
    _ = trace (Cᵀ * S * C * diagonal eps) := by
        rw [hF]; simp only [Matrix.mul_assoc]
    _ = ∑ i, eps i := by rw [hC, Matrix.one_mul, Matrix.trace_diagonal]
```

The hypotheses `hF` and `hC` are the eigenvalue equation and orthonormality. The `calc` block follows the chain above, with `Matrix.trace_mul_comm` supplying the cyclic step.

## (b) Four parts of the trace

**Task.** For any square matrix $D$, show that

$$\mathrm{tr}(DF)=\mathrm{tr}(Dh)+\mathrm{tr}(DJ[P])-a\,\mathrm{tr}(DK[P])+\mathrm{tr}(DV).$$

**Solution.** Multiply $F=h+J[P]-aK[P]+V$ by $D$ from the left and distribute. The trace is linear, so it passes through the sum and the factor $a$.

```lean
/-- The trace of the generalized Kohn-Sham matrix with any matrix `D` splits into
one-electron, Coulomb, exchange and semilocal parts. -/
theorem trace_mul_fock :
    trace (D * fock h g a V P) = trace (D * h) + trace (D * coulomb g P)
      - a * trace (D * exchange g P) + trace (D * V) := by
  simp only [fock, Matrix.mul_add, Matrix.mul_sub, Matrix.mul_smul, Matrix.trace_add,
    Matrix.trace_sub, Matrix.trace_smul, smul_eq_mul]
```

Here $P$ is an arbitrary matrix too. The `simp only` call unfolds $F$ and applies distributivity and linearity.

## (c) The hybrid energy

**Task.** Let $F$ be built from $P=CC^{T}$ itself, with $FC=SC\,\mathrm{diag}(\varepsilon)$ and $C^{T}SC=1$. Show that

$$E[P]=\sum_i\varepsilon_i-E_H[P]-aE_x[P]+E_{\rm sl}[P]-\mathrm{tr}(PV).$$

**Solution.** Put $D=P$ in (b). Since $\mathrm{tr}(PJ)=2E_H$ and $-\mathrm{tr}(PK)=2E_x$, part (a) gives

$$\sum_i\varepsilon_i=\mathrm{tr}(Ph)+2E_H+2aE_x+\mathrm{tr}(PV).$$

Solve for $\mathrm{tr}(Ph)$ and insert it into the hybrid energy:

$$E=\Big(\sum_i\varepsilon_i-2E_H-2aE_x-\mathrm{tr}(PV)\Big)+E_H+aE_x+E_{\rm sl}.$$

Collecting terms gives the target.

```lean
/-- For orthonormal, self-consistent solutions of the generalized Kohn-Sham equation, the hybrid
energy is the sum of orbital energies minus `EH`, minus `a Ex`, plus `Esl`, minus `tr(P V)`. -/
theorem hybridEnergy_eq_sum_orbital_energies
    (hF : fock h g a V (density C) * C = S * C * diagonal eps) (hC : Cᵀ * S * C = 1) :
    hybridEnergy h g a Esl (density C) =
      ∑ i, eps i - hartreeEnergy g (density C) - a * exchangeEnergy g (density C)
        + Esl (density C) - trace (density C * V) := by
  have t1 := trace_density_mul _ _ _ _ hF hC
  have t2 := trace_mul_fock h g a V (density C) (density C)
  -- the orbital sum counts the Hartree and exchange energies twice
  simp only [hybridEnergy, hartreeEnergy, exchangeEnergy]
  linear_combination t1 - t2
```

Self-consistency is expressed by `fock h g a V (density C)` in `hF`: the matrix that the orbitals diagonalise is made from their own density. The theorem needs neither a symmetry of the integrals nor a relation between $V$ and $E_{\rm sl}$, and the occupied orbitals need not be the lowest ones.

The last line, `linear_combination t1 - t2`, carries the algebra. Here `t1` is (a) and `t2` is (b), and both have $\mathrm{tr}(PF)$ on the left. The tactic subtracts the proposed combination of equations from the goal and asks the `ring` normaliser to confirm that nothing remains. The traces are treated as plain unknowns, so no matrix algebra is left at this point. The coefficients $1$ and $-1$ are the content of the hand calculation: they eliminate $\mathrm{tr}(PF)$.

In a self-consistent calculation, solving the eigenvalue equation yields the $\varepsilon_i$. If the program keeps $J$, $K$ and $V$ separately when it assembles $F$, contracting them with $P$ gives $2E_H$, $-2E_x$ and $\mathrm{tr}(PV)$; for a semilocal density functional, $E_{\rm sl}$ usually comes from integrating an energy density on a grid. Before convergence, the matrix that is diagonalised is generally not the one made from the new orbitals. If it is built from an earlier density $P_{\rm in}$, for example, the sum of the orbital energies contains $\mathrm{tr}(PJ[P_{\rm in}])$, which is in general not $2E_H[P]$.

## (d) The Hartree-Fock case

**Task.** Take $a=1$, $V=0$ and $E_{\rm sl}=0$, with the other conditions of (c). Show that

$$E[P]=\tfrac12\Big(\sum_i\varepsilon_i+\mathrm{tr}(Ph)\Big).$$

**Solution.** Now $\sum_i\varepsilon_i=\mathrm{tr}(Ph)+2(E_H+E_x)$, so $E_H+E_x=\tfrac12\big(\sum_i\varepsilon_i-\mathrm{tr}(Ph)\big)$. Adding $\mathrm{tr}(Ph)$ gives the result.

```lean
/-- With full exact exchange and no semilocal part, the energy of orthonormal self-consistent
orbitals is half the sum of the orbital energies and `tr(P h)`. -/
theorem hartreeFock_energy
    (hF : fock h g 1 0 (density C) * C = S * C * diagonal eps) (hC : Cᵀ * S * C = 1) :
    hybridEnergy h g 1 (fun _ => 0) (density C) =
      (∑ i, eps i + trace (density C * h)) / 2 := by
  have t1 := trace_density_mul _ _ _ _ hF hC
  have t2 := trace_mul_fock h g 1 0 (density C) (density C)
  rw [Matrix.mul_zero, Matrix.trace_zero] at t2
  simp only [hybridEnergy, hartreeEnergy, exchangeEnergy]
  linear_combination (t1 - t2) / 2
```

The proof removes $\mathrm{tr}(P\,0)$ from the split and combines the same two equations with a factor of one half.

## (e) Symmetry of the interaction

**Task.** Let $(sr|pq)=(qp|rs)$ for all indices. Show for any square matrices $P$ and $D$ that

$$\mathrm{tr}(PJ[D])=\mathrm{tr}(DJ[P]).$$

**Solution.** Write out the trace, then exchange the names of the pairs $(p,q)$ and $(r,s)$:

$$\mathrm{tr}(PJ[D])=\sum_{pqrs}P_{pq}D_{rs}(qp|rs)=\sum_{pqrs}D_{pq}P_{rs}(sr|pq).$$

By the assumption, the last integral is $(qp|rs)$, and the sum is $\mathrm{tr}(DJ[P])$.

```lean
/-- The interaction of two density matrices is symmetric if the integrals obey
`(sr|pq) = (qp|rs)`. -/
theorem trace_mul_coulomb_comm (hg : ∀ p q r s, g s r p q = g q p r s) :
    trace (P * coulomb g D) = trace (D * coulomb g P) := by
  -- the two index pairs trade places in the fourfold sum
  have key := Finset.sum_comm (s := Finset.univ) (t := Finset.univ)
    (f := fun x y : n × n => P x.1 x.2 * (D y.1 y.2 * g x.2 x.1 y.1 y.2))
  simp only [Fintype.sum_prod_type] at key
  simp only [Matrix.trace, Matrix.diag_apply, Matrix.mul_apply, coulomb, Matrix.of_apply,
    Finset.mul_sum]
  rw [key]
  refine Finset.sum_congr rfl fun p _ => Finset.sum_congr rfl fun q _ =>
    Finset.sum_congr rfl fun r _ => Finset.sum_congr rfl fun s _ => ?_
  rw [hg p q r s]; ring
```

`Finset.sum_comm` exchanges the two pair sums. The remaining lines compare the summands one by one and use `hg`.

## (f) The matrix $F$ as an energy derivative

**Task.** Let the integrals satisfy $(pq|rs)=(qp|rs)$ and $(pq|rs)=(rs|pq)$, as they do for real basis functions. Let $E_{\rm sl}[P+tD]$ have derivative $\mathrm{tr}(DV)$ at $t=0$, which says that $V$ is the potential of $E_{\rm sl}$ along $D$. Show that

$$\frac{d}{dt}E[P+tD]\Big|_{t=0}=\mathrm{tr}(DF).$$

**Solution.** $J$ and $K$ are linear in the density matrix. The integral symmetries give (e) for $J$. They also give it for $K$, because $(sp|rq)=(qr|ps)$. The mixed terms therefore combine in pairs:

$$\begin{aligned}E[P+tD]={}&\mathrm{tr}(Ph)+E_H[P]+aE_x[P]\\&+t\big(\mathrm{tr}(Dh)+\mathrm{tr}(DJ[P])-a\,\mathrm{tr}(DK[P])\big)\\&+t^2\big(E_H[D]+aE_x[D]\big)+E_{\rm sl}[P+tD].\end{aligned}$$

At $t=0$ the derivative is the coefficient of $t$ plus $\mathrm{tr}(DV)$, which is $\mathrm{tr}(DF)$ by (b).

```lean
/-- Let the integrals have the symmetry of real orbitals and let `tr(D V)` be the derivative of
the semilocal energy along `D`. Then the derivative of the hybrid energy along `D` is `tr(D F)`. -/
theorem hasDerivAt_hybridEnergy
    (h1 : ∀ p q r s, g p q r s = g q p r s) (h2 : ∀ p q r s, g p q r s = g r s p q)
    (hV : HasDerivAt (fun t : ℝ => Esl (P + t • D)) (trace (D * V)) 0) :
    HasDerivAt (fun t : ℝ => hybridEnergy h g a Esl (P + t • D))
      (trace (D * fock h g a V P)) 0 := by
  have sJ := trace_mul_coulomb_comm g P D fun p q r s => by
    rw [h2 s r p q, h1 p q s r, h2 q p s r, h1 s r q p, h2 r s q p]
  have sK : trace (P * exchange g D) = trace (D * exchange g P) :=
    trace_mul_coulomb_comm (fun p q r s => g p r q s) P D fun p q r s => by
      change g s p r q = g q r p s
      rw [h2 s p r q, h1 r q s p, h2 q r s p, h1 s p q r, h2 p s q r]
  have lJ : ∀ (k : n → n → n → n → ℝ) (t : ℝ),
      coulomb k (P + t • D) = coulomb k P + t • coulomb k D := by
    intro k t; ext p q
    simp only [coulomb, Matrix.of_apply, Matrix.add_apply, Matrix.smul_apply, smul_eq_mul,
      add_mul, Finset.sum_add_distrib, Finset.mul_sum, mul_assoc]
  have lK : ∀ t : ℝ, exchange g (P + t • D) = exchange g P + t • exchange g D :=
    lJ (fun p q r s => g p r q s)
  -- apart from the semilocal part, the energy is quadratic in the displacement
  have expand : (fun t : ℝ => hybridEnergy h g a Esl (P + t • D)) = fun t : ℝ =>
      ((trace (P * h) + hartreeEnergy g P + a * exchangeEnergy g P)
        + t * (trace (D * h) + trace (D * coulomb g P) - a * trace (D * exchange g P))
        + t ^ 2 * (hartreeEnergy g D + a * exchangeEnergy g D)) + Esl (P + t • D) := by
    funext t
    simp only [hybridEnergy, hartreeEnergy, exchangeEnergy, lJ, lK, Matrix.add_mul,
      Matrix.mul_add, Matrix.smul_mul, Matrix.mul_smul, Matrix.trace_add, Matrix.trace_smul,
      smul_eq_mul]
    linear_combination (t / 2) * sJ - (a * t / 2) * sK
  have quad : ∀ A b c : ℝ, HasDerivAt (fun t : ℝ => A + t * b + t ^ 2 * c) b 0 := by
    intro A b c
    have d1 := ((hasDerivAt_id' (0 : ℝ)).mul_const b).const_add A
    have d2 := ((hasDerivAt_id' (0 : ℝ)).fun_pow 2).mul_const c
    exact (d1.fun_add d2).congr_deriv (by simp)
  rw [expand, trace_mul_fock]
  exact (quad _ _ _).fun_add hV
```

In the proof, `sJ` and `sK` are the two symmetries, `lJ` and `lK` the linearity, `expand` the displayed expansion, and `quad` the derivative of a quadratic at zero. The theorem concerns one straight line of matrices; deriving the orbital equation from it would also require the orthonormality constraint.

## (g) A self-consistent example with two orbitals

**Task.** Take $(pq|rs)=\delta_{pq}\delta_{rs}$, $a=\tfrac14$, $V=-\tfrac12\,1$ and

$$h=\begin{pmatrix}-4&\tfrac94\\\tfrac94&-\tfrac{21}4\end{pmatrix},\quad S=\begin{pmatrix}1&-1\\-1&2\end{pmatrix},\quad C=\begin{pmatrix}1&1\\0&1\end{pmatrix}.$$

Show that the integrals have the symmetries of (f), and that

$$FC=SC\,\mathrm{diag}(-2,-1),\qquad C^{T}SC=1.$$

**Solution.** The integral is unchanged under $p\leftrightarrow q$ and under exchange of the pairs. The density matrix is $P=\begin{pmatrix}2&1\\1&1\end{pmatrix}$, so $J=(\mathrm{tr}\,P)\,1=3\cdot1$ and $K=P$. Hence

$$F=\begin{pmatrix}-2&2\\2&-3\end{pmatrix},\quad FC=\begin{pmatrix}-2&0\\2&-1\end{pmatrix},\quad SC=\begin{pmatrix}1&0\\-1&1\end{pmatrix}.$$

Scaling the columns of $SC$ by $-2$ and $-1$ gives $FC$, and $C^{T}(SC)=1$.

The conditions of (c) are thus met with a non-orthogonal basis, a fractional $a$ and a nonzero $V$. The integrals are chosen for simplicity and are not Coulomb integrals of actual basis functions: $(12|12)=0$ would force the product of the two functions to vanish, but their overlap is $-1$.

```lean
/-- Model two-electron integrals `(pq|rs) = δ_pq δ_rs` for two basis functions. -/
def modelIntegrals (p q r s : Fin 2) : ℝ := if p = q ∧ r = s then 1 else 0

/-- Coefficients of two occupied orbitals in a basis of two functions. -/
def modelOrbitals : Matrix (Fin 2) (Fin 2) ℝ := !![1, 1; 0, 1]
```

The Lean proof first establishes $P$, $J$ and $K$ as `hP`, `hJ` and `hK`, then checks the matrix equations entry by entry and the symmetries for every choice of indices.

```lean
/-- The model orbitals are orthonormal and solve a generalized Kohn-Sham equation with `a = 1/4`
and orbital energies `-2` and `-1`; the model integrals have the symmetry of real orbitals. -/
theorem generalizedKohnSham_witness :
    fock !![-4, 9/4; 9/4, -21/4] modelIntegrals (1/4) !![-1/2, 0; 0, -1/2]
        (density modelOrbitals) * modelOrbitals
      = !![1, -1; -1, 2] * modelOrbitals * diagonal ![-2, -1] ∧
    modelOrbitalsᵀ * !![1, -1; -1, 2] * modelOrbitals = 1 ∧
    ∀ p q r s, modelIntegrals p q r s = modelIntegrals q p r s ∧
      modelIntegrals p q r s = modelIntegrals r s p q := by
  -- the density, Coulomb and exchange matrices in explicit form
  have hP : density modelOrbitals = !![2, 1; 1, 1] := by
    ext i j
    fin_cases i <;> fin_cases j <;>
      simp [density, modelOrbitals, Matrix.mul_apply, Fin.sum_univ_two]
    norm_num
  have hJ : coulomb modelIntegrals !![2, 1; 1, 1] = !![3, 0; 0, 3] := by
    ext i j
    fin_cases i <;> fin_cases j <;>
      simp [coulomb, modelIntegrals, Fin.sum_univ_two] <;> norm_num
  have hK : exchange modelIntegrals !![2, 1; 1, 1] = !![2, 1; 1, 1] := by
    ext i j
    fin_cases i <;> fin_cases j <;>
      simp [exchange, coulomb, modelIntegrals, Fin.sum_univ_two]
  refine ⟨?_, ?_, ?_⟩
  · rw [fock, hP, hJ, hK]
    ext i j
    fin_cases i <;> fin_cases j <;>
      simp [modelOrbitals, Matrix.mul_apply, Fin.sum_univ_two, Matrix.diagonal_apply] <;>
      norm_num
  · ext i j
    fin_cases i <;> fin_cases j <;>
      simp [modelOrbitals, Matrix.mul_apply, Fin.sum_univ_two]
    norm_num
  · intro p q r s
    fin_cases p <;> fin_cases q <;> fin_cases r <;> fin_cases s <;> simp [modelIntegrals]

end

end GeneralizedKohnSham
```

```lean
#print axioms GeneralizedKohnSham.hybridEnergy_eq_sum_orbital_energies
#print axioms GeneralizedKohnSham.hartreeFock_energy
#print axioms GeneralizedKohnSham.hasDerivAt_hybridEnergy
```

```
'GeneralizedKohnSham.hybridEnergy_eq_sum_orbital_energies' depends on axioms: [propext, Classical.choice, Quot.sound]
'GeneralizedKohnSham.hartreeFock_energy' depends on axioms: [propext, Classical.choice, Quot.sound]
'GeneralizedKohnSham.hasDerivAt_hybridEnergy' depends on axioms: [propext, Classical.choice, Quot.sound]
```
